# The lowest-energy exciton on two equivalent sites localises once classical self-trapping exceeds hopping

If a calculation keeps two equivalent sites equally populated, it can settle on a stationary exciton state that is not the lowest one. In the model below, with hopping t > 0 and self-trapping strength S > t, the symmetric state lies too high by

(S − t)²/(2S),

and the calculation misses the localisation altogether. For 0 < S ≤ t the symmetric state is the correct minimum. For one exciton on two sites with classical lattice coordinates, this tells us when an excited-state geometry relaxation has to be allowed to break the symmetry.

```lean
import Mathlib

open scoped ComplexConjugate

namespace SelfTrappedExciton

noncomputable section
```

## The energy of one exciton on two sites

The exciton has complex amplitudes a and b on the two sites. Write n_a = |a|² and n_b = |b|² for the populations, which are `Complex.normSq a` and `Complex.normSq b` in Lean, and c = a*b for the coherence, where the star is complex conjugation.

```lean
/-- The intersite coherence `a* b` of an exciton with site amplitudes `a` and `b`. -/
def coherence (a b : ℂ) : ℂ := conj a * b

/-- The exciton is on one of the two sites with total probability one. -/
def Normalised (a b : ℂ) : Prop := Complex.normSq a + Complex.normSq b = 1
```

The hopping t moves the excitation between the sites. With the sign chosen here, positive t favours amplitudes in phase. The strength S is the energy gained when the lattice relaxes around an exciton sitting wholly on one site. The common site energy is set to zero:

E = −2t Re c − S(n_a² + n_b²).

```lean
/-- Energy of the exciton with hopping `t` and self-trapping strength `S`:
`-2t Re(a* b) - S(|a|⁴ + |b|⁴)`. -/
def energy (t S : ℝ) (a b : ℂ) : ℝ :=
  -2 * t * (coherence a b).re - S * (Complex.normSq a ^ 2 + Complex.normSq b ^ 2)
```

The quartic term comes from a lattice model. Each site has one classical coordinate, x or y, with stiffness k, and the local population pulls on it with strength g. This linear coupling is assumed:

E_lat = −2t Re c − g(x n_a + y n_b) + (k/2)(x² + y²).

```lean
/-- Energy of the exciton coupled with strength `g` to one classical lattice coordinate
of stiffness `k` on each site, with displacements `x` and `y`. -/
def latticeEnergy (t g k : ℝ) (a b : ℂ) (x y : ℝ) : ℝ :=
  -2 * t * (coherence a b).re - g * (x * Complex.normSq a + y * Complex.normSq b)
    + k / 2 * (x ^ 2 + y ^ 2)
```

The set `energies t S` collects E over all normalised states. `IsLeast` says of a number that it belongs to such a set and that nothing in the set lies below it, so the minimum is attained.

```lean
/-- The energies of all normalised exciton states. -/
def energies (t S : ℝ) : Set ℝ := {E | ∃ a b : ℂ, Normalised a b ∧ energy t S a b = E}
```

## k > 0: a lattice that resists displacement

Positive stiffness means that each site has a restoring force. Completing the square in both coordinates, with S = g²/(2k), gives

E_lat − E = (k/2)[(x − g n_a/k)² + (y − g n_b/k)²].

For k > 0 the right side is non-negative, and it vanishes only at x = g n_a/k and y = g n_b/k. Relaxing the lattice at fixed amplitudes therefore gives E, at a unique geometry.

In the proof, `gap` is this identity. The hypothesis `hk` makes the prefactor positive, which gives the inequality and lets the code cancel k/2 to conclude that both squares are zero. With k < 0 the same point would be a maximum, and the lattice energy would have no lower bound.

```lean
/-- For stiffness `k > 0`, relaxing the lattice gives the self-trapping energy with
`S = g²/(2k)`, reached only when each displacement is `g/k` times the local population. -/
theorem lattice_relaxation (t g k : ℝ) (hk : 0 < k) (a b : ℂ) (x y : ℝ) :
    energy t (g ^ 2 / (2 * k)) a b ≤ latticeEnergy t g k a b x y ∧
    (latticeEnergy t g k a b x y = energy t (g ^ 2 / (2 * k)) a b ↔
      x = g * Complex.normSq a / k ∧ y = g * Complex.normSq b / k) := by
  -- complete the square in both displacements
  have gap : latticeEnergy t g k a b x y - energy t (g ^ 2 / (2 * k)) a b =
      k / 2 * ((x - g * Complex.normSq a / k) ^ 2 + (y - g * Complex.normSq b / k) ^ 2) := by
    unfold latticeEnergy energy
    field_simp
    ring
  have hx := sq_nonneg (x - g * Complex.normSq a / k)
  have hy := sq_nonneg (y - g * Complex.normSq b / k)
  refine ⟨?_, fun e => ?_, fun ⟨h1, h2⟩ => ?_⟩
  · have := mul_nonneg (half_pos hk).le (add_nonneg hx hy)
    linarith
  · rw [e, sub_self] at gap
    have h0 := (mul_eq_zero.mp gap.symm).resolve_left (half_pos hk).ne'
    exact ⟨sub_eq_zero.mp (pow_eq_zero_iff two_ne_zero |>.mp (by linarith)),
      sub_eq_zero.mp (pow_eq_zero_iff two_ne_zero |>.mp (by linarith))⟩
  · rw [← h1, ← h2] at gap
    linarith
```

The later theorems take S as a given number. Vibrational quantum effects and the exciton's dynamics are absent from the model.

## n_a + n_b = 1: exactly one exciton

Normalisation fixes the total probability. Since |c|² = n_a n_b,

n_a² + n_b² = (n_a + n_b)² − 2n_a n_b = 1 − 2|c|²,

and hence

E = −S − 2t Re c + 2S|c|².

The energy now depends on the coherence alone. In Lean, `hc` is the product formula for |c|², and `linear_combination` supplies the multiple of the normalisation condition that turns one expression into the other. Without normalisation, scaling up both amplitudes makes the quartic term dominate, and for S > 0 the energy falls without limit.

```lean
/-- For a normalised exciton the energy depends on the coherence `c` alone:
it is `-S - 2t Re c + 2S|c|²`. -/
theorem energy_eq_coherence (t S : ℝ) {a b : ℂ} (h : Normalised a b) :
    energy t S a b =
      -S - 2 * t * (coherence a b).re + 2 * S * Complex.normSq (coherence a b) := by
  have hc : Complex.normSq (coherence a b) = Complex.normSq a * Complex.normSq b := by
    simp [coherence]
  have h' : Complex.normSq a + Complex.normSq b = 1 := h
  rw [hc]
  unfold energy
  linear_combination (-S * (Complex.normSq a + Complex.normSq b + 1)) * h'
```

## −1 ≤ p ≤ 1: the values of 2ab that real states can reach

For real normalised amplitudes, (a + b)² ≥ 0 and (a − b)² ≥ 0 confine p = 2ab to this interval; outside it there is no such state. Inside it, choose

a = (√(1 + p) + √(1 − p))/2,
b = (√(1 + p) − √(1 − p))/2.

Then a² + b² = [(1 + p) + (1 − p)]/2 = 1 and 2ab = [(1 + p) − (1 − p)]/2 = p. As a⁴ + b⁴ = 1 − p²/2, the energy is

−tp − S + Sp²/2.

The two bounds on p enter the proof as `hu` and `hv`, where the square roots are squared. The state with p = 1 will attain the delocalised minimum, and the one with p = t/S the self-trapped minimum.

```lean
/-- Every `p` between `-1` and `1` is the value of `2ab` for some real normalised
amplitudes, whose energy is `-tp - S + Sp²/2`. -/
theorem exists_real_state (t S p : ℝ) (h1 : -1 ≤ p) (h2 : p ≤ 1) :
    ∃ a b : ℝ, a ^ 2 + b ^ 2 = 1 ∧ 2 * a * b = p ∧
      -2 * t * a * b - S * (a ^ 4 + b ^ 4) = -t * p - S + S * p ^ 2 / 2 := by
  have hu : √(1 + p) ^ 2 = 1 + p := Real.sq_sqrt (by linarith)
  have hv : √(1 - p) ^ 2 = 1 - p := Real.sq_sqrt (by linarith)
  obtain ⟨a, b, ha, hab⟩ : ∃ a b : ℝ, a ^ 2 + b ^ 2 = 1 ∧ 2 * a * b = p :=
    ⟨(√(1 + p) + √(1 - p)) / 2, (√(1 + p) - √(1 - p)) / 2,
      by linear_combination (hu + hv) / 2, by linear_combination (hu - hv) / 2⟩
  refine ⟨a, b, ha, hab, ?_⟩
  linear_combination (-t + S / 2 * (2 * a * b + p)) * hab - S * (a ^ 2 + b ^ 2 + 1) * ha
```

The next lemma identifies the complex energy, evaluated at real amplitudes, with the real quartic expression.

```lean
/-- For real amplitudes the energy is `-2tab - S(a⁴ + b⁴)`. -/
theorem energy_ofReal (t S a b : ℝ) :
    energy t S (a : ℂ) (b : ℂ) = -2 * t * a * b - S * (a ^ 4 + b ^ 4) := by
  simp only [energy, coherence, Complex.normSq_ofReal, Complex.conj_ofReal,
    Complex.mul_re, Complex.ofReal_re, Complex.ofReal_im]
  ring
```

## 0 < S ≤ t: hopping wins

Here making the populations uneven costs at least as much hopping energy as it gains in trapping energy. Put d = |a − b|². Normalisation gives d = 1 − 2 Re c, so Re c = (1 − d)/2. Substituting this into the coherence formula,

E = −S − t(1 − d) + (S/2)(1 − d)² + 2S(Im c)²,

and collecting terms,

E − (−t − S/2) = (t − S)d + (S/2)d² + 2S(Im c)².

The condition S ≤ t makes the first term non-negative, and S > 0 does the same for the other two. A vanishing excess forces d = 0, that is a = b. Conversely, a = b makes c real and the excess zero. Equality of the amplitudes still leaves a common phase free.

The Lean proof has the same shape: `hd` is the formula for d, `gap` the excess energy, and `pos` the signs of its first and last terms. Attainment comes from p = 1.

If S exceeds t > 0, the term linear in d turns negative, and a real state slightly away from a = b already has lower energy. The condition S > 0 excludes S = t = 0, where every state has energy zero and a = b is not singled out.

```lean
/-- For `0 < S ≤ t` the lowest energy is `-t - S/2`, and a normalised exciton has this
energy exactly when its two amplitudes are equal. -/
theorem delocalised_minimum (t S : ℝ) (hS : 0 < S) (hSt : S ≤ t) :
    IsLeast (energies t S) (-t - S / 2) ∧
    ∀ a b : ℂ, Normalised a b → (energy t S a b = -t - S / 2 ↔ a = b) := by
  -- the excess energy is a sum of non-negative terms
  have gap : ∀ a b : ℂ, Normalised a b → energy t S a b - (-t - S / 2) =
      (t - S) * Complex.normSq (a - b) + S / 2 * Complex.normSq (a - b) ^ 2
        + 2 * S * (coherence a b).im ^ 2 := by
    intro a b h
    have hd : Complex.normSq (a - b) = 1 - 2 * (coherence a b).re := by
      simp only [Normalised, Complex.normSq_apply] at h
      simp only [coherence, Complex.normSq_apply, Complex.sub_re, Complex.sub_im,
        Complex.mul_re, Complex.conj_re, Complex.conj_im]
      linear_combination h
    rw [energy_eq_coherence t S h, hd, Complex.normSq_apply (coherence a b)]
    ring
  have pos : ∀ a b : ℂ, 0 ≤ (t - S) * Complex.normSq (a - b) ∧
      0 ≤ 2 * S * (coherence a b).im ^ 2 := fun a b =>
    ⟨mul_nonneg (sub_nonneg.mpr hSt) (Complex.normSq_nonneg _), by positivity⟩
  refine ⟨⟨?_, ?_⟩, fun a b h => ⟨fun e => ?_, fun e => ?_⟩⟩
  · obtain ⟨a, b, h, -, hE⟩ := exists_real_state t S 1 (by norm_num) le_rfl
    refine ⟨a, b, by simpa [Normalised, Complex.normSq_ofReal, sq] using h, ?_⟩
    rw [energy_ofReal, hE]
    ring
  · rintro E ⟨a, b, h, rfl⟩
    have h3 : 0 ≤ S / 2 * Complex.normSq (a - b) ^ 2 := by positivity
    linarith [gap a b h, (pos a b).1, (pos a b).2]
  · have h3 : 0 ≤ S / 2 * Complex.normSq (a - b) ^ 2 := by positivity
    have h4 : S / 2 * Complex.normSq (a - b) ^ 2 = 0 := by
      linarith [gap a b h, (pos a b).1, (pos a b).2]
    have h5 := (mul_eq_zero.mp h4).resolve_left (half_pos hS).ne'
    exact sub_eq_zero.mp (Complex.normSq_eq_zero.mp (pow_eq_zero_iff two_ne_zero |>.mp h5))
  · subst e
    have him : (coherence a a).im = 0 := by
      simp only [coherence, Complex.mul_im, Complex.conj_re, Complex.conj_im]
      ring
    have g := gap a a h
    rw [him, sub_self, map_zero] at g
    linarith
```

## 0 ≤ t < S: trapping wins

Now a small imbalance between the populations, with the amplitudes kept in phase, gains more trapping energy than it costs in hopping energy. Expanding the square of a complex distance gives

2S|c − t/(2S)|² = 2S|c|² − 2t Re c + t²/(2S),

so that

E − (−S − t²/(2S)) = 2S|c − t/(2S)|².

The minimum is reached exactly when c = t/(2S). In Lean this is an equation between complex numbers, so it also fixes Im c = 0. The symmetric state a = b has c = 1/2, so its excess energy is 2S[1/2 − t/(2S)]² = (S − t)²/(2S), the error quoted at the start.

The two inequalities together give S > 0, which makes the excess non-negative. They also put p = t/S between 0 and 1, so `exists_real_state` provides a state that attains the bound. For t > S > 0 the required coherence would exceed 1/2, which no normalised state has. The lower bound would still be true, but too low. For t < −S < 0 the required coherence would lie below −1/2, with the same outcome.

```lean
/-- For `0 ≤ t < S` the lowest energy is `-S - t²/(2S)`, and a normalised exciton has this
energy exactly when its coherence is `t/(2S)`. -/
theorem self_trapped_minimum (t S : ℝ) (ht : 0 ≤ t) (htS : t < S) :
    IsLeast (energies t S) (-S - t ^ 2 / (2 * S)) ∧
    ∀ a b : ℂ, Normalised a b →
      (energy t S a b = -S - t ^ 2 / (2 * S) ↔ coherence a b = ((t / (2 * S) : ℝ) : ℂ)) := by
  have hS : 0 < S := ht.trans_lt htS
  -- complete the square in the complex coherence
  have gap : ∀ a b : ℂ, Normalised a b → energy t S a b - (-S - t ^ 2 / (2 * S)) =
      2 * S * Complex.normSq (coherence a b - ((t / (2 * S) : ℝ) : ℂ)) := by
    intro a b h
    rw [energy_eq_coherence t S h]
    simp only [Complex.normSq_apply, Complex.sub_re, Complex.sub_im,
      Complex.ofReal_re, Complex.ofReal_im]
    field_simp
    ring
  refine ⟨⟨?_, ?_⟩, fun a b h => ⟨fun e => ?_, fun e => ?_⟩⟩
  · have h0 : 0 ≤ t / S := by positivity
    obtain ⟨a, b, h, -, hE⟩ := exists_real_state t S (t / S) (by linarith)
      ((div_le_one hS).mpr htS.le)
    refine ⟨a, b, by simpa [Normalised, Complex.normSq_ofReal, sq] using h, ?_⟩
    rw [energy_ofReal, hE]
    field_simp
    ring
  · rintro E ⟨a, b, h, rfl⟩
    have := mul_nonneg (by positivity : 0 ≤ 2 * S)
      (Complex.normSq_nonneg (coherence a b - ((t / (2 * S) : ℝ) : ℂ)))
    linarith [gap a b h]
  · have g := gap a b h
    rw [e, sub_self] at g
    have h0 := (mul_eq_zero.mp g.symm).resolve_left (by positivity : 2 * S ≠ 0)
    exact sub_eq_zero.mp (Complex.normSq_eq_zero.mp h0)
  · have g := gap a b h
    rw [e, sub_self, map_zero] at g
    linarith
```

The strict inequality t < S is what produces localisation. At the minimum,

(n_a − n_b)² = (n_a + n_b)² − 4n_a n_b = 1 − 4|c|² = 1 − (t/S)²,

which is positive, so |a| ≠ |b|. The populations are [1 ± √(1 − (t/S)²)]/2, and either site may hold the larger one. At S = t > 0 the imbalance is zero and the state is a = b again.

In the limiting case t = 0, the minimum is −S and c = 0. One amplitude vanishes, and the exciton sits entirely on one site. For 0 < t < S the localisation is partial.

The proof reads the coherence off the previous theorem, obtains n_a n_b in `hn` and the imbalance in `hi`. Equal moduli would then require (t/S)² = 1, which `nlinarith` refutes.

```lean
/-- For `0 ≤ t < S`, a normalised exciton of energy `-S - t²/(2S)` has squared population
imbalance `1 - (t/S)²`, and its amplitudes differ in modulus. -/
theorem population_imbalance (t S : ℝ) (ht : 0 ≤ t) (htS : t < S) {a b : ℂ}
    (h : Normalised a b) (hE : energy t S a b = -S - t ^ 2 / (2 * S)) :
    (Complex.normSq a - Complex.normSq b) ^ 2 = 1 - (t / S) ^ 2 ∧ ‖a‖ ≠ ‖b‖ := by
  have hS : 0 < S := ht.trans_lt htS
  have hc := ((self_trapped_minimum t S ht htS).2 a b h).mp hE
  have hn : Complex.normSq a * Complex.normSq b = (t / (2 * S)) * (t / (2 * S)) := by
    rw [← Complex.normSq_ofReal, ← hc]
    simp [coherence]
  have h' : Complex.normSq a + Complex.normSq b = 1 := h
  have hi : (Complex.normSq a - Complex.normSq b) ^ 2 = 1 - (t / S) ^ 2 := by
    have hh : t / (2 * S) = t / S / 2 := by field_simp
    rw [hh] at hn
    linear_combination (Complex.normSq a + Complex.normSq b + 1) * h' - 4 * hn
  refine ⟨hi, fun e => ?_⟩
  rw [Complex.normSq_eq_norm_sq, Complex.normSq_eq_norm_sq, e] at hi
  have h0 : 0 ≤ t / S := by positivity
  have h1 : t / S < 1 := (div_lt_one hS).mpr htS
  nlinarith
```

## Real amplitudes with t > 0 and S > 0

Restricting a and b to real numbers removes the relative phase, apart from a sign. It loses no energy here, because both minima are attained by real states. The final theorem states the two regimes for

−2tab − S(a⁴ + b⁴), with a² + b² = 1.

For S ≤ t the minimum is −t − S/2, and any state attaining it has a = b. For t < S it is −S − t²/(2S), and any state attaining it has |a| ≠ |b|.

`hN` turns a real normalised pair into a complex one. The lower bounds and the conditions on the minimisers then come from the complex theorems, while `exists_real_state` supplies real states that attain the bounds. The assumption t > 0 is stronger than necessary: it follows from 0 < S ≤ t in the first regime, and t ≥ 0 is enough in the second.

```lean
/-- For real normalised amplitudes and `t, S > 0`, the minimum of `-2tab - S(a⁴ + b⁴)` is
`-t - S/2`, attained only at `a = b`, if `S ≤ t`; it is `-S - t²/(2S)`, attained only with
`|a| ≠ |b|`, if `S > t`. -/
theorem self_trapping_transition (t S : ℝ) (ht : 0 < t) (hS : 0 < S) :
    (S ≤ t →
      IsLeast {E | ∃ a b : ℝ, a ^ 2 + b ^ 2 = 1 ∧ -2 * t * a * b - S * (a ^ 4 + b ^ 4) = E}
        (-t - S / 2) ∧
      ∀ a b : ℝ, a ^ 2 + b ^ 2 = 1 →
        -2 * t * a * b - S * (a ^ 4 + b ^ 4) = -t - S / 2 → a = b) ∧
    (t < S →
      IsLeast {E | ∃ a b : ℝ, a ^ 2 + b ^ 2 = 1 ∧ -2 * t * a * b - S * (a ^ 4 + b ^ 4) = E}
        (-S - t ^ 2 / (2 * S)) ∧
      ∀ a b : ℝ, a ^ 2 + b ^ 2 = 1 →
        -2 * t * a * b - S * (a ^ 4 + b ^ 4) = -S - t ^ 2 / (2 * S) → |a| ≠ |b|) := by
  have hN : ∀ a b : ℝ, a ^ 2 + b ^ 2 = 1 → Normalised (a : ℂ) (b : ℂ) := fun a b h => by
    simpa [Normalised, Complex.normSq_ofReal, sq] using h
  refine ⟨fun hSt => ⟨⟨?_, ?_⟩, fun a b h e => ?_⟩, fun htS => ⟨⟨?_, ?_⟩, fun a b h e => ?_⟩⟩
  · obtain ⟨a, b, h, -, hE⟩ := exists_real_state t S 1 (by norm_num) le_rfl
    exact ⟨a, b, h, by rw [hE]; ring⟩
  · rintro E ⟨a, b, h, rfl⟩
    exact (delocalised_minimum t S hS hSt).1.2 ⟨a, b, hN a b h, energy_ofReal t S a b⟩
  · rw [← energy_ofReal] at e
    exact Complex.ofReal_injective
      (((delocalised_minimum t S hS hSt).2 a b (hN a b h)).mp e)
  · have h0 : 0 ≤ t / S := by positivity
    obtain ⟨a, b, h, -, hE⟩ := exists_real_state t S (t / S) (by linarith)
      ((div_le_one hS).mpr htS.le)
    refine ⟨a, b, h, ?_⟩
    rw [hE]
    field_simp
    ring
  · rintro E ⟨a, b, h, rfl⟩
    exact (self_trapped_minimum t S ht.le htS).1.2 ⟨a, b, hN a b h, energy_ofReal t S a b⟩
  · rw [← energy_ofReal] at e
    have := (population_imbalance t S ht.le htS (hN a b h) e).2
    rwa [Complex.norm_real, Complex.norm_real, Real.norm_eq_abs, Real.norm_eq_abs] at this

end

end SelfTrappedExciton
```

```lean
#print axioms SelfTrappedExciton.lattice_relaxation
#print axioms SelfTrappedExciton.self_trapped_minimum
#print axioms SelfTrappedExciton.self_trapping_transition
```

```
'SelfTrappedExciton.lattice_relaxation' depends on axioms: [propext, Classical.choice, Quot.sound]
'SelfTrappedExciton.self_trapped_minimum' depends on axioms: [propext, Classical.choice, Quot.sound]
'SelfTrappedExciton.self_trapping_transition' depends on axioms: [propext, Classical.choice, Quot.sound]
```
